# The extreme ensemble one-particle densities are the Hermitian idempotent matrices

In a finite basis of orthonormal spin orbitals, with the electron number left free, a one-particle density matrix is an extreme point of the convex set of ensemble densities exactly when it is Hermitian and idempotent, that is, the density of a single determinant. A pure state that is not a single determinant has a non-idempotent one-particle density, which is therefore not an extreme point. For non-interacting electrons the energy is linear in the density, so its minimum over this set is attained at an idempotent one.

The finite type `n` labels orthonormal spin orbitals, and a density is a complex matrix $D$ of type `Matrix n n ℂ`. Write $A\succeq0$ for `A.PosSemidef`, which includes Hermiticity.

```lean
import Mathlib

open Matrix
open scoped ComplexOrder

namespace EnsembleDensityExtremePoints

variable {n : Type*} [Fintype n] [DecidableEq n]
```

The set $\mathcal E$ of ensemble densities requires $D\succeq0$ and $1-D\succeq0$. The second condition is the Pauli principle: no orbital holds more than one electron.

```lean
/-- The ensemble one-particle densities: matrices `D` for which both `D` and the hole density
`1 - D` are positive semidefinite. -/
def ensembleDensities (n : Type*) [Fintype n] [DecidableEq n] : Set (Matrix n n ℂ) :=
  {D | D.PosSemidef ∧ (1 - D).PosSemidef}
```

Fixing the electron number to a real $N$, possibly fractional, gives the subset $\mathcal E_N$.

```lean
/-- The ensemble densities whose trace, the electron number, equals `N`. -/
def fixedNumberDensities (n : Type*) [Fintype n] [DecidableEq n] (N : ℝ) :
    Set (Matrix n n ℂ) :=
  {D | D ∈ ensembleDensities n ∧ D.trace = (N : ℂ)}
```

### (a) Holes of a mixture

For matrices $X,Y$ and real $a,b$ with $a+b=1$, show that
$$1-(aX+bY)=a(1-X)+b(1-Y).$$

Write the identity matrix as $a1+b1$ and collect terms. Lean substitutes $b=1-a$ and leaves the linear algebra to `module`.

```lean
omit [Fintype n] in
/-- The hole density of a mixture is the mixture of the hole densities. -/
theorem hole_mixture (X Y : Matrix n n ℂ) {a b : ℝ} (hab : a + b = 1) :
    1 - (a • X + b • Y) = a • (1 - X) + b • (1 - Y) := by
  obtain rfl : b = 1 - a := by linarith
  module
```

### (b) Convexity

For $X,Y\in\mathcal E$ and $a,b\ge0$ with $a+b=1$, show that $aX+bY\in\mathcal E$.

Nonnegative multiples and sums of positive semidefinite matrices are positive semidefinite. Apply this to $X,Y$ and, through (a), to their holes.

```lean
/-- Mixing two ensemble densities gives an ensemble density. -/
theorem convex_ensembleDensities : Convex ℝ (ensembleDensities n) := by
  intro X hX Y hY a b ha hb hab
  refine ⟨(hX.1.smul ha).add (hY.1.smul hb), ?_⟩
  rw [hole_mixture X Y hab]
  exact (hX.2.smul ha).add (hY.2.smul hb)
```

### (c) The idempotency defect

For $D\in\mathcal E$, show that $D-D^2\succeq0$.

Expanding the right-hand side confirms
$$D-D^2=D(1-D)D+(1-D)D(1-D).$$
Both terms have the form $A^\dagger PA$ with $P\succeq0$, since $D$ and $1-D$ are Hermitian. The tactic `noncomm_ring` checks the expansion; no diagonalisation is needed.

```lean
/-- The idempotency defect `D - D²` of an ensemble density is positive semidefinite. -/
theorem defect_posSemidef {D : Matrix n n ℂ} (hD : D ∈ ensembleDensities n) :
    (D - D * D).PosSemidef := by
  have h1 := hD.2.conjTranspose_mul_mul_same D
  have h2 := hD.1.conjTranspose_mul_mul_same (1 - D)
  rw [hD.1.isHermitian.eq] at h1
  rw [hD.2.isHermitian.eq] at h2
  -- split the defect into a particle part and a hole part
  have e : D - D * D = D * (1 - D) * D + (1 - D) * D * (1 - D) := by noncomm_ring
  rw [e]
  exact h1.add h2
```

### (d) Two neighbouring densities

For $D\in\mathcal E$, show that $D^2\in\mathcal E$ and $2D-D^2\in\mathcal E$.

First, $D^2=D^\dagger D\succeq0$ and $1-D^2=(1-D)+(D-D^2)\succeq0$ by (c). Next, $2D-D^2=D+(D-D^2)\succeq0$, and its hole density is $(1-D)^2\succeq0$.

```lean
/-- For an ensemble density `D`, both `D²` and `D + (D - D²)` are ensemble densities. -/
theorem defect_shift_mem {D : Matrix n n ℂ} (hD : D ∈ ensembleDensities n) :
    D * D ∈ ensembleDensities n ∧ D + (D - D * D) ∈ ensembleDensities n := by
  have hdef := defect_posSemidef hD
  have h1 := posSemidef_conjTranspose_mul_self D
  have h2 := posSemidef_conjTranspose_mul_self (1 - D)
  rw [hD.1.isHermitian.eq] at h1
  rw [hD.2.isHermitian.eq] at h2
  refine ⟨⟨h1, ?_⟩, ⟨hD.1.add hdef, ?_⟩⟩
  · have e : 1 - D * D = (1 - D) + (D - D * D) := by abel
    rw [e]
    exact hD.2.add hdef
  · have e : 1 - (D + (D - D * D)) = (1 - D) * (1 - D) := by noncomm_ring
    rw [e]
    exact h2
```

### (e) Annihilation passes to a component

Let $X,Y\succeq0$, $a,b>0$ and $(aX+bY)C=0$. Show that $XC=0$.

For each column $v$ of $C$,
$$a\,v^\dagger Xv+b\,v^\dagger Yv=0.$$
Both terms are nonnegative, so $v^\dagger Xv=0$. Writing $X=B^\dagger B$ gives $\|Bv\|^2=0$, hence $Xv=0$. Lean argues with real parts, then takes the last step from `dotProduct_mulVec_zero_iff`.

```lean
omit [DecidableEq n] in
/-- If a mixture of two positive semidefinite matrices, with positive weights, annihilates the
columns of `C`, then so does its first component. -/
theorem component_annihilates {X Y C : Matrix n n ℂ} (hX : X.PosSemidef) (hY : Y.PosSemidef)
    {a b : ℝ} (ha : 0 < a) (hb : 0 < b) (h : (a • X + b • Y) * C = 0) : X * C = 0 := by
  ext i j
  let v : n → ℂ := fun k => C k j
  have hv : (a • X + b • Y) *ᵥ v = 0 := by
    funext k
    exact congrArg (fun M : Matrix n n ℂ => M k j) h
  -- the two expectation values are nonnegative and their weighted sum vanishes
  have hs : a • (star v ⬝ᵥ X *ᵥ v) + b • (star v ⬝ᵥ Y *ᵥ v) = 0 := by
    rw [← dotProduct_smul, ← dotProduct_smul, ← dotProduct_add, ← Matrix.smul_mulVec,
      ← Matrix.smul_mulVec, ← Matrix.add_mulVec, hv, dotProduct_zero]
  have hx := Complex.nonneg_iff.mp (hX.dotProduct_mulVec_nonneg v)
  have hy := Complex.nonneg_iff.mp (hY.dotProduct_mulVec_nonneg v)
  have hre := congrArg Complex.re hs
  simp only [Complex.add_re, Complex.smul_re, smul_eq_mul, Complex.zero_re] at hre
  have hx0 : (star v ⬝ᵥ X *ᵥ v).re = 0 := by
    have h1 := mul_nonneg ha.le hx.1
    have h2 := mul_nonneg hb.le hy.1
    have h3 : a * (star v ⬝ᵥ X *ᵥ v).re = 0 := by linarith
    exact (mul_eq_zero.mp h3).resolve_left ha.ne'
  have hz : star v ⬝ᵥ X *ᵥ v = 0 := Complex.ext hx0 hx.2.symm
  exact congrFun ((hX.dotProduct_mulVec_zero_iff v).mp hz) i
```

### (f) Idempotent densities do not unmix

Let $D^2=D=aX+bY$ with $X,Y\in\mathcal E$, $a,b>0$ and $a+b=1$. Show that $X=D$.

Since $D(1-D)=0$, part (e) gives $X(1-D)=0$: orbitals empty in $D$ are empty in $X$. By (a), the mixture of holes is $1-D$, which annihilates $D$, so (e) also gives $(1-X)D=0$. Therefore $X=XD=D$, which is the `calc` chain.

```lean
/-- If an idempotent density is a mixture of two ensemble densities with positive weights, the
first component equals the density itself. -/
theorem idempotent_unmixable {D X Y : Matrix n n ℂ} (h : D * D = D)
    (hX : X ∈ ensembleDensities n) (hY : Y ∈ ensembleDensities n) {a b : ℝ}
    (ha : 0 < a) (hb : 0 < b) (hab : a + b = 1) (hmix : a • X + b • Y = D) : X = D := by
  -- orbitals empty in `D` are empty in `X`
  have h1 : X * (1 - D) = 0 := component_annihilates hX.1 hY.1 ha hb (by
    rw [hmix, mul_sub, mul_one, h, sub_self])
  -- orbitals filled in `D` are filled in `X`
  have h2 : (1 - X) * D = 0 := component_annihilates hX.2 hY.2 ha hb (by
    rw [← hole_mixture X Y hab, hmix, sub_mul, one_mul, h, sub_self])
  calc X = X * (1 - D) + X * D := by noncomm_ring
    _ = (1 - X) * D + X * D := by rw [h1, h2]
    _ = D := by noncomm_ring
```

### (g) Projectors are admissible

For $D^\dagger=D$ and $D^2=D$, show that $D\in\mathcal E$.

We have $D=D^\dagger D\succeq0$. Also $(1-D)^2=1-2D+D^2=1-D$, so $1-D=(1-D)^\dagger(1-D)\succeq0$.

```lean
/-- Every Hermitian idempotent matrix is an ensemble density. -/
theorem idempotent_mem {D : Matrix n n ℂ} (hD : D.IsHermitian) (h : D * D = D) :
    D ∈ ensembleDensities n := by
  have h1 := posSemidef_conjTranspose_mul_self D
  have h2 := posSemidef_conjTranspose_mul_self (1 - D)
  rw [hD.eq, h] at h1
  have e : (1 - D)ᴴ * (1 - D) = 1 - D := by
    rw [conjTranspose_sub, conjTranspose_one, hD.eq]
    calc (1 - D) * (1 - D) = 1 - D - D + D * D := by noncomm_ring
      _ = 1 - D := by rw [h]; abel
  rw [e] at h2
  exact ⟨h1, h2⟩
```

### (h) The extreme points

Show that
$$D\in\operatorname{ext}\mathcal E\iff D^\dagger=D\ \text{and}\ D^2=D.$$

Extremality, `extremePoints ℝ`, means that $D\in\mathcal E$ and that every mixture $D=aX+bY$ within $\mathcal E$, with positive real weights summing to one, has $X=D$; exchanging the components gives $Y=D$. If $D$ is extreme, apply this to
$$D=\tfrac12D^2+\tfrac12(2D-D^2),$$
whose components are admissible by (d); hence $D^2=D$. Conversely, (g) gives membership and (f) gives extremality.

```lean
/-- The extreme points of the set of ensemble densities are exactly the Hermitian idempotent
matrices. -/
theorem extreme_iff_idempotent (D : Matrix n n ℂ) :
    D ∈ (ensembleDensities n).extremePoints ℝ ↔ D.IsHermitian ∧ D * D = D := by
  rw [mem_extremePoints_iff_left]
  constructor
  · rintro ⟨hD, hext⟩
    obtain ⟨h1, h2⟩ := defect_shift_mem hD
    -- `D` is the midpoint of `D²` and `2D - D²`
    exact ⟨hD.1.isHermitian, hext _ h1 _ h2
      ⟨1 / 2, 1 / 2, by norm_num, by norm_num, by norm_num, by module⟩⟩
  · rintro ⟨hH, h⟩
    refine ⟨idempotent_mem hH h, ?_⟩
    rintro X hX Y hY ⟨a, b, ha, hb, hab, hmix⟩
    exact idempotent_unmixable h hX hY ha hb hab hmix
```

For one orbital, $\mathcal E$ is the interval $[0,1]$, with the empty and filled orbital as endpoints. In a non-orthogonal basis $\chi_\mu$ with overlap matrix $S$, let $D$ hold the coefficients of the density operator $\sum_{\mu\nu}D_{\mu\nu}|\chi_\mu\rangle\langle\chi_\nu|$. The Pauli condition then becomes $S^{-1}-D\succeq0$ and idempotency $DSD=D$.

### (i) Fixed electron number

For a Hermitian idempotent $D$ with $\operatorname{tr}D=N$, show that $D\in\operatorname{ext}\mathcal E_N$.

Membership follows from (g) and the trace. Any mixture within $\mathcal E_N$ is also one within $\mathcal E$, so (f) applies.

```lean
/-- A Hermitian idempotent density with electron number `N` is an extreme point of the set of
ensemble densities with that electron number. -/
theorem idempotent_extreme_fixedNumber {D : Matrix n n ℂ} {N : ℝ} (hD : D.IsHermitian)
    (h : D * D = D) (hN : D.trace = (N : ℂ)) :
    D ∈ (fixedNumberDensities n N).extremePoints ℝ := by
  rw [mem_extremePoints_iff_left]
  refine ⟨⟨idempotent_mem hD h, hN⟩, ?_⟩
  rintro X hX Y hY ⟨a, b, ha, hb, hab, hmix⟩
  exact idempotent_unmixable h hX.1 hY.1 ha hb hab hmix
```

### (j) Half an electron

For one orbital and $N=\tfrac12$, show that $D=\tfrac12$ satisfies
$$D\in\operatorname{ext}\mathcal E_{1/2},\qquad D^2\ne D.$$

The trace fixes the only matrix entry, so $\mathcal E_{1/2}$ has one element, which is therefore extreme. But $D^2=\tfrac14$. The converse of (i) thus fails at this fractional electron number.

```lean
/-- For one orbital holding half an electron, the density `1/2` is extreme at fixed electron
number but is not idempotent. -/
theorem half_electron_extreme_not_idempotent :
    ((1 / 2 : ℝ) • (1 : Matrix (Fin 1) (Fin 1) ℂ)) ∈
        (fixedNumberDensities (Fin 1) (1 / 2)).extremePoints ℝ ∧
      ((1 / 2 : ℝ) • (1 : Matrix (Fin 1) (Fin 1) ℂ)) * ((1 / 2 : ℝ) • 1) ≠ (1 / 2 : ℝ) • 1 := by
  have hp : ((1 / 2 : ℝ) • (1 : Matrix (Fin 1) (Fin 1) ℂ)).PosSemidef :=
    PosSemidef.one.smul (by norm_num)
  have hc : 1 - (1 / 2 : ℝ) • (1 : Matrix (Fin 1) (Fin 1) ℂ) = (1 / 2 : ℝ) • 1 := by module
  constructor
  · rw [mem_extremePoints_iff_left]
    refine ⟨⟨⟨hp, by rw [hc]; exact hp⟩, by simp⟩, ?_⟩
    -- the trace fixes the single matrix entry
    intro X hX Y _ _
    have ht := hX.2
    rw [Matrix.trace_fin_one] at ht
    ext i j
    rw [Subsingleton.elim i 0, Subsingleton.elim j 0, ht]
    simp
  · intro h
    have h0 := congrArg (fun M : Matrix (Fin 1) (Fin 1) ℂ => (M 0 0).re) h
    norm_num [Matrix.mul_apply] at h0

end EnsembleDensityExtremePoints
```

```lean
#print axioms EnsembleDensityExtremePoints.convex_ensembleDensities
-- 'EnsembleDensityExtremePoints.convex_ensembleDensities' depends on axioms: [propext, Classical.choice, Quot.sound]
#print axioms EnsembleDensityExtremePoints.extreme_iff_idempotent
-- 'EnsembleDensityExtremePoints.extreme_iff_idempotent' depends on axioms: [propext, Classical.choice, Quot.sound]
#print axioms EnsembleDensityExtremePoints.idempotent_extreme_fixedNumber
-- 'EnsembleDensityExtremePoints.idempotent_extreme_fixedNumber' depends on axioms: [propext, Classical.choice, Quot.sound]
#print axioms EnsembleDensityExtremePoints.half_electron_extreme_not_idempotent
-- 'EnsembleDensityExtremePoints.half_electron_extreme_not_idempotent' depends on axioms: [propext, Classical.choice, Quot.sound]
```
